# Translations reduce the decorations of an N-site ring by a factor asymptotic to N, for two or more species

A first estimate of how many total-energy calculations an enumeration of alloy supercells will need is the number of arrangements of atoms that remain after translational copies have been removed; other symmetries can shorten the list further. For a ring of $N$ sites occupied by $k \ge 2$ species, removing the copies divides the $k^N$ arrangements by a factor whose ratio to $N$ tends to one, so the list still grows exponentially with $N$.

```lean
import Mathlib

open Filter Topology

namespace AlloySupercells

/-- A decoration of the sites of a periodic chain of `N ≥ 1` sites by `k` atomic species. -/
def Decoration (N k : ℕ) : Type := ZMod N → Fin k

instance {N k : ℕ} [NeZero N] : Finite (Decoration N k) :=
  inferInstanceAs (Finite (ZMod N → Fin k))

/-- Cyclic translations act on decorations by shifting the site at which the species is read. -/
instance translation {N k : ℕ} : MulAction (Multiplicative (ZMod N)) (Decoration N k) where
  smul a s := fun x => s (x + Multiplicative.toAdd a)
  one_smul s := by
    refine funext fun x => ?_
    change s (x + 0) = s x
    rw [add_zero]
  mul_smul a b s := by
    refine funext fun x => ?_
    change s (x + (Multiplicative.toAdd a + Multiplicative.toAdd b)) =
      s (x + Multiplicative.toAdd a + Multiplicative.toAdd b)
    rw [add_assoc]

/-- The number of translationally inequivalent decorations of a ring of `N ≥ 1` sites
by `k` species. -/
noncomputable def numClasses (N k : ℕ) : ℕ :=
  Nat.card (Quotient (MulAction.orbitRel (Multiplicative (ZMod N)) (Decoration N k)))

/-- Summed over all translations of a ring of `N ≥ 1` sites, the numbers of decorations
left unchanged add up to `N` times the number of inequivalent decorations. -/
theorem sum_card_periodic (N k : ℕ) [NeZero N] :
    ∑ a : ZMod N, Nat.card {s : Decoration N k // Function.Periodic s a}
      = N * numClasses N k := by
  classical
  have : ∀ a : Multiplicative (ZMod N),
      Fintype (MulAction.fixedBy (Decoration N k) a) := fun _ => Fintype.ofFinite _
  have : Fintype (Quotient (MulAction.orbitRel (Multiplicative (ZMod N))
      (Decoration N k))) := Fintype.ofFinite _
  have h := MulAction.sum_card_fixedBy_eq_card_orbits_mul_card_group
    (Multiplicative (ZMod N)) (Decoration N k)
  simp only [← Nat.card_eq_fintype_card] at h
  have hN : Nat.card (Multiplicative (ZMod N)) = N := Nat.card_zmod N
  rw [hN] at h
  rw [numClasses, mul_comm, ← h]
  refine Fintype.sum_equiv Multiplicative.ofAdd _ _ fun a => ?_
  refine Nat.card_congr (Equiv.subtypeEquivRight fun s => ?_)
  change Function.Periodic s a ↔ (fun x => s (x + a)) = s
  exact ⟨fun h => funext h, fun h x => congrFun h x⟩

/-- On a ring of `N ≥ 1` sites, a decoration with period `a` also has period `gcd(a, N)`. -/
theorem periodic_gcd {N k : ℕ} [NeZero N] {s : Decoration N k} {a : ZMod N}
    (h : Function.Periodic s a) :
    Function.Periodic s ((Nat.gcd a.val N : ℕ) : ZMod N) := by
  -- Bézout: modulo `N`, the gcd is an integer multiple of `a`
  have hb := congrArg (fun z : ℤ => (z : ZMod N)) (Nat.gcd_eq_gcd_ab a.val N)
  simp only [Int.cast_add, Int.cast_mul, Int.cast_natCast, ZMod.natCast_self, zero_mul,
    add_zero, ZMod.natCast_zmod_val] at hb
  rw [hb, mul_comm]
  exact h.int_mul _

/-- For `k ≥ 1` species on a ring of `N ≥ 1` sites, a translation other than the identity
leaves at most `k ^ ⌊N/2⌋` decorations unchanged. -/
theorem card_periodic_le {N k : ℕ} [NeZero N] (hk : 1 ≤ k) {a : ZMod N} (ha : a ≠ 0) :
    Nat.card {s : Decoration N k // Function.Periodic s a} ≤ k ^ (N / 2) := by
  have hv : 0 < a.val := Nat.pos_of_ne_zero fun h => ha ((ZMod.val_eq_zero a).1 h)
  have hlt := ZMod.val_lt a
  have hd0 : 0 < Nat.gcd a.val N := Nat.gcd_pos_of_pos_left _ hv
  have hdle : Nat.gcd a.val N ≤ a.val := Nat.gcd_le_left _ hv
  -- a proper divisor of `N` is at most `N / 2`
  have hhalf : Nat.gcd a.val N ≤ N / 2 := by
    obtain ⟨m, hm⟩ := Nat.gcd_dvd_right a.val N
    have h2 : 2 ≤ m := by
      by_contra h
      have h01 : m = 0 ∨ m = 1 := by omega
      rcases h01 with h0 | h1
      · rw [h0, mul_zero] at hm
        omega
      · rw [h1, mul_one] at hm
        omega
    have := Nat.mul_le_mul_left (Nat.gcd a.val N) h2
    omega
  -- the decoration is determined by its values on one period
  let f : {s : Decoration N k // Function.Periodic s a} →
      (Fin (Nat.gcd a.val N) → Fin k) := fun s i => s.1 ((i : ℕ) : ZMod N)
  have hf : Function.Injective f := by
    intro s t h
    refine Subtype.ext (funext fun x => ?_)
    have key : ∀ u : {s : Decoration N k // Function.Periodic s a},
        u.1 x = u.1 ((x.val % Nat.gcd a.val N : ℕ) : ZMod N) := by
      intro u
      have hp := (periodic_gcd u.2).nat_mul (x.val / Nat.gcd a.val N)
        ((x.val % Nat.gcd a.val N : ℕ) : ZMod N)
      have hx : ((x.val % Nat.gcd a.val N : ℕ) : ZMod N) +
          ((x.val / Nat.gcd a.val N : ℕ) : ZMod N) * ((Nat.gcd a.val N : ℕ) : ZMod N)
            = x := by
        rw [← Nat.cast_mul, ← Nat.cast_add, mul_comm, Nat.mod_add_div,
          ZMod.natCast_zmod_val]
      rw [hx] at hp
      exact hp
    rw [key s, key t]
    exact congrFun h ⟨x.val % Nat.gcd a.val N, Nat.mod_lt _ hd0⟩
  calc Nat.card {s : Decoration N k // Function.Periodic s a}
      ≤ Nat.card (Fin (Nat.gcd a.val N) → Fin k) := Nat.card_le_card_of_injective f hf
    _ = k ^ Nat.gcd a.val N := by simp [Nat.card_eq_fintype_card]
    _ ≤ k ^ (N / 2) := Nat.pow_le_pow_right hk hhalf

/-- For `k ≥ 1` species on a ring of `N ≥ 1` sites, the number of inequivalent decorations
is at least `k ^ N / N` and exceeds it by at most `k ^ ⌊N/2⌋`. -/
theorem numClasses_bounds {N k : ℕ} [NeZero N] (hk : 1 ≤ k) :
    (k : ℝ) ^ N / N ≤ numClasses N k ∧
      (numClasses N k : ℝ) ≤ (k : ℝ) ^ N / N + (k : ℝ) ^ (N / 2) := by
  -- the identity translation leaves all `k ^ N` decorations unchanged
  have hid : Nat.card {s : Decoration N k // Function.Periodic s (0 : ZMod N)} = k ^ N := by
    have hall : ∀ s : Decoration N k, Function.Periodic s (0 : ZMod N) := by
      intro s x
      rw [add_zero]
    refine (Nat.card_congr (Equiv.subtypeUnivEquiv hall)).trans ?_
    change Nat.card (ZMod N → Fin k) = k ^ N
    simp [Nat.card_eq_fintype_card, ZMod.card]
  have h0 := Finset.add_sum_erase Finset.univ
    (fun a : ZMod N => Nat.card {s : Decoration N k // Function.Periodic s a})
    (Finset.mem_univ 0)
  beta_reduce at h0
  rw [hid, sum_card_periodic] at h0
  have hS : ∑ a ∈ Finset.univ.erase (0 : ZMod N),
      Nat.card {s : Decoration N k // Function.Periodic s a} ≤ N * k ^ (N / 2) := by
    refine (Finset.sum_le_card_nsmul _ _ (k ^ (N / 2)) fun a ha =>
      card_periodic_le hk (Finset.ne_of_mem_erase ha)).trans ?_
    rw [smul_eq_mul]
    exact Nat.mul_le_mul_right _ (Finset.card_erase_le.trans (ZMod.card N).le)
  have h1 : k ^ N ≤ N * numClasses N k := by
    rw [← h0]
    exact Nat.le_add_right _ _
  have h2 : N * numClasses N k ≤ k ^ N + N * k ^ (N / 2) := by
    rw [← h0]
    exact Nat.add_le_add_left hS _
  have h1' : (k : ℝ) ^ N ≤ N * numClasses N k := by exact_mod_cast h1
  have h2' : (N : ℝ) * numClasses N k ≤ (k : ℝ) ^ N + N * (k : ℝ) ^ (N / 2) := by
    exact_mod_cast h2
  have hN : (0 : ℝ) < N := Nat.cast_pos.2 (Nat.pos_of_ne_zero (NeZero.ne N))
  constructor
  · rw [div_le_iff₀ hN]
    linarith
  · have he : (k : ℝ) ^ N / N + (k : ℝ) ^ (N / 2)
        = ((k : ℝ) ^ N + N * (k : ℝ) ^ (N / 2)) / N := by
      rw [add_div, mul_div_cancel_left₀ _ hN.ne']
    rw [he, le_div_iff₀ hN]
    linarith

/-- For `k ≥ 2` species, the number of inequivalent decorations of a ring of `N` sites,
multiplied by `N` and divided by the number `k ^ N` of all decorations, tends to one. -/
theorem tendsto_symmetry_saving {k : ℕ} (hk : 2 ≤ k) :
    Tendsto (fun N : ℕ => (N : ℝ) * numClasses N k / (k : ℝ) ^ N) atTop (𝓝 1) := by
  have hk2 : (2 : ℝ) ≤ k := by exact_mod_cast hk
  have hk0 : (0 : ℝ) < k := by linarith
  obtain ⟨q, hq1, hqk⟩ : ∃ q : ℝ, 1 < q ∧ q ^ 2 = k :=
    ⟨√(k : ℝ), Real.lt_sqrt_of_sq_lt (by linarith), Real.sq_sqrt hk0.le⟩
  have hq0 : 0 < q := by linarith
  have hup : Tendsto (fun N : ℕ => 1 + (N : ℝ) * q⁻¹ ^ N) atTop (𝓝 (1 + 0)) :=
    (tendsto_self_mul_const_pow_of_lt_one (inv_nonneg.2 hq0.le)
      (inv_lt_one_of_one_lt₀ hq1)).const_add 1
  rw [add_zero] at hup
  refine tendsto_of_tendsto_of_tendsto_of_le_of_le' tendsto_const_nhds hup ?_ ?_
  · filter_upwards [eventually_ge_atTop 1] with N hN
    have : NeZero N := ⟨by omega⟩
    have hNp : (0 : ℝ) < N := by exact_mod_cast hN
    have hl := (numClasses_bounds (N := N) (k := k) (by omega)).1
    rw [div_le_iff₀ hNp] at hl
    rw [le_div_iff₀ (pow_pos hk0 N)]
    linarith
  · filter_upwards [eventually_ge_atTop 1] with N hN
    have : NeZero N := ⟨by omega⟩
    have hNp : (0 : ℝ) < N := by exact_mod_cast hN
    have hu := (numClasses_bounds (N := N) (k := k) (by omega)).2
    -- the correction is suppressed by the square root of the number of decorations
    have hr : (k : ℝ) ^ (N / 2) ≤ q⁻¹ ^ N * (k : ℝ) ^ N := by
      have hqq : q⁻¹ * (k : ℝ) = q := by
        rw [← hqk, pow_two, inv_mul_cancel_left₀ hq0.ne']
      rw [← mul_pow, hqq, ← hqk, ← pow_mul]
      exact pow_le_pow_right₀ hq1.le (Nat.mul_div_le N 2)
    rw [div_le_iff₀ (pow_pos hk0 N)]
    calc (N : ℝ) * numClasses N k
        ≤ N * ((k : ℝ) ^ N / N + (k : ℝ) ^ (N / 2)) :=
          mul_le_mul_of_nonneg_left hu hNp.le
      _ = (k : ℝ) ^ N + N * (k : ℝ) ^ (N / 2) := by
          rw [mul_add, mul_div_cancel₀ _ hNp.ne']
      _ ≤ (k : ℝ) ^ N + N * (q⁻¹ ^ N * (k : ℝ) ^ N) := by
          have := mul_le_mul_of_nonneg_left hr hNp.le
          linarith
      _ = (1 + N * q⁻¹ ^ N) * (k : ℝ) ^ N := by ring

/-- For `k ≥ 2` species, the logarithm of the number of inequivalent decorations,
taken per site, tends to `log k`. -/
theorem tendsto_entropy_per_site {k : ℕ} (hk : 2 ≤ k) :
    Tendsto (fun N : ℕ => Real.log (numClasses N k) / N) atTop (𝓝 (Real.log k)) := by
  have hk0 : (0 : ℝ) < k := by exact_mod_cast (by omega : 0 < k)
  have h1 := (tendsto_symmetry_saving hk).log one_ne_zero
  rw [Real.log_one] at h1
  have h3 : Tendsto (fun N : ℕ => Real.log (N : ℝ) / (N : ℝ)) atTop (𝓝 0) :=
    Real.isLittleO_log_id_atTop.tendsto_div_nhds_zero.comp tendsto_natCast_atTop_atTop
  have h := ((h1.mul (tendsto_one_div_atTop_nhds_zero_nat (𝕜 := ℝ))).sub h3).add_const
    (Real.log k)
  rw [show (0 : ℝ) * 0 - 0 + Real.log k = Real.log k by ring] at h
  refine h.congr' ?_
  filter_upwards [eventually_ge_atTop 1] with N hN
  have : NeZero N := ⟨by omega⟩
  have hNp : (0 : ℝ) < N := by exact_mod_cast hN
  have hc : (0 : ℝ) < numClasses N k :=
    lt_of_lt_of_le (div_pos (pow_pos hk0 N) hNp) (numClasses_bounds (by omega)).1
  rw [Real.log_div (mul_pos hNp hc).ne' (pow_pos hk0 N).ne',
    Real.log_mul hNp.ne' hc.ne', Real.log_pow]
  have hi : (N : ℝ) * (1 / N) = 1 := mul_one_div_cancel hNp.ne'
  linear_combination (-Real.log k) * hi

end AlloySupercells
```

```lean
#print axioms AlloySupercells.tendsto_entropy_per_site
-- 'AlloySupercells.tendsto_entropy_per_site' depends on axioms: [propext, Classical.choice, Quot.sound]
```

## Counting decorations up to translation

A decoration $s$ assigns one of $k$ species to each site $x$ of a periodic chain. In the code the sites are `ZMod N`, the integers modulo $N$, so that site $N$ is again site $0$, and `Decoration N k` is the type of functions from sites to `Fin k`. The labels in `Fin k` only distinguish the species and carry no chemical information.

A translation by $a$ turns $s$ into the decoration $x \mapsto s(x+a)$. This convention shifts the site at which the species is read, so the pattern itself moves by $-a$; the classes are the same with either sign. The translations appear as `Multiplicative (ZMod N)` because the code uses Mathlib's `MulAction`, whose group operation is written as multiplication, while translations compose by addition.

Two decorations are equivalent when a translation takes one to the other. The number of equivalence classes is `numClasses N k`, written $c_N$ below. The file proves three main statements about it.

- `numClasses_bounds`: for $N \ge 1$ and $k \ge 1$,
$$\frac{k^N}{N} \;\le\; c_N \;\le\; \frac{k^N}{N} + k^{\lfloor N/2\rfloor}.$$
The exponent `N / 2` is a division of natural numbers and therefore rounds down, whereas the division by $N$ takes place in the real numbers.
- `tendsto_symmetry_saving`: for $k \ge 2$, $N c_N / k^N \to 1$ as $N \to \infty$.
- `tendsto_entropy_per_site`: for $k \ge 2$, $(\log c_N)/N \to \log k$.

The condition `[NeZero N]` in the bounds says that the ring has at least one site. With a single species there is one decoration, so $c_N = 1$ and $N c_N/k^N = N$; the first limit would therefore be false if it were stated for all $k \ge 1$.

## What the count means for an alloy

If the energy is invariant under translations, all members of a class have the same energy, and one calculation per class is enough. For this one-dimensional ring with one site per primitive cell, the bounds say how much an enumeration of electronic-structure calculations gains from that invariance: nearly a factor $N$ when $N$ is large, set against a total that multiplies by $k$ with every added site.

The second limit puts this in terms of entropy. In units of Boltzmann's constant, $\log k$ is the configurational entropy per site when all $k^N$ decorations are equally likely. Counting classes in place of decorations leaves this value unchanged in the limit of a long ring.

The model counts all compositions together, including the pure ones, and it includes decorations that repeat with a period shorter than $N$. Only translations are identified: mirror images count separately unless a translation relates them, and so do decorations that differ by an exchange of species. Neither a fixed composition nor a three-dimensional supercell with its point group is treated.

## From periodic decorations to the bounds

Let $P_a$ be the number of decorations left unchanged by the translation $a$, that is, those with $s(x+a) = s(x)$ for every $x$. Count the pairs $(a, s)$ in which $a$ leaves $s$ unchanged. Summing over $s$ first, a decoration that is left unchanged by $g$ translations belongs to a class with $N/g$ members, each of which is also left unchanged by $g$ translations. Every class thus contributes $(N/g)\,g = N$ pairs, and
$$\sum_{a} P_a = N c_N .$$

The identity translation leaves everything unchanged, so $P_0 = k^N$. For the others, take $1 \le a \le N-1$ and let $d = \gcd(a, N)$. By Bézout's identity there are integers $u, v$ with $d = ua + vN$. Modulo $N$ this reads $d = ua$, so a decoration with period $a$ also has period $d$.

Since $d \le a < N$ and $d$ divides $N$, we have $N = md$ with $m \ge 2$, and hence $d \le \lfloor N/2 \rfloor$. Any site can be written as $x = r + jd$ with $0 \le r < d$, and periodicity gives $s(x) = s(r)$. The decoration is therefore fixed by its values on $d$ sites, and
$$P_a \le k^d \le k^{\lfloor N/2\rfloor} \qquad (a \ne 0).$$

There are $N-1$ translations other than the identity, so
$$k^N \;\le\; N c_N \;\le\; k^N + (N-1)\,k^{\lfloor N/2\rfloor} \;\le\; k^N + N k^{\lfloor N/2\rfloor}.$$
Division by $N$ gives the bounds.

## The two limits

Let $k \ge 2$ and $q = \sqrt{k} > 1$. Then $k^{\lfloor N/2\rfloor} = q^{2\lfloor N/2\rfloor} \le q^N = q^{-N} k^N$. Dividing the last chain of inequalities by $k^N$ gives
$$1 \;\le\; \frac{N c_N}{k^N} \;\le\; 1 + N q^{-N}.$$
The exponential decay of $q^{-N}$ outweighs the factor $N$, so the ratio tends to one.

For the entropy, the lower bound ensures $c_N > 0$, and taking logarithms gives
$$\frac{\log c_N}{N} = \log k + \frac{1}{N}\log\frac{N c_N}{k^N} - \frac{\log N}{N}.$$
The logarithm of the ratio tends to zero, and so does $(\log N)/N$. Only $\log k$ remains.

## The same steps in Lean

`sum_card_periodic` is the double count. It takes the orbit-counting theorem from Mathlib, `MulAction.sum_card_fixedBy_eq_card_orbits_mul_card_group`, inserts the group order $N$, and identifies the decorations fixed by a translation with those satisfying `Function.Periodic s a`.

`periodic_gcd` is the Bézout step. The integer identity `Nat.gcd_eq_gcd_ab` is carried over to `ZMod N`, where the multiple of $N$ vanishes, and `h.int_mul` states that an integer multiple of a period is a period.

`card_periodic_le` bounds $P_a$ for $a \ne 0$. The step `hhalf` proves $d \le \lfloor N/2\rfloor$ by excluding $m = 0$ and $m = 1$. The map `f` restricts a decoration to its first $d$ sites, and `hf` shows that no two $a$-periodic decorations have the same restriction; the remainder `x.val % Nat.gcd a.val N` plays the part of $r$. The closing `calc` block turns this into the two inequalities for $P_a$, the second of which uses $k \ge 1$.

In `numClasses_bounds`, `hid` evaluates $P_0$, and `Finset.add_sum_erase` separates it from the rest of the sum. The rest is bounded in `hS`, where the number of terms is estimated by $N$ in place of $N-1$. The inequalities `h1` and `h2` are the bounds on $N c_N$ in natural numbers, which are then transferred to the reals and divided by $N$.

`tendsto_symmetry_saving` obtains $q$ as the square root of $k$ and squeezes the ratio between the constant $1$ and $1 + N q^{-N}$. The inequality for $k^{\lfloor N/2\rfloor}$ is `hr`. Both comparisons are needed only for large $N$, and `filter_upwards` supplies them from $N \ge 1$ onwards.

`tendsto_entropy_per_site` first assembles the limit of the right-hand side of the logarithmic identity: `h1` holds the logarithm of the ratio and `h3` the term $(\log N)/N$. The step `h.congr'` then replaces that expression by $(\log c_N)/N$ for $N \ge 1$, with the identity itself checked by expanding the logarithms and closing with `linear_combination`.
